# Exclusive pair occupations bound pair transfer between two orbitals in a seniority-zero state

Take four orbitals i, j, k and l, each either empty or doubly occupied, and two electron pairs. One pair sits in i or in j, and the other, a spectator, sits in k or in l. The amplitudes with i filled form a vector (a₀, a₁), where the index is 0 if the spectator pair is in k and 1 if it is in l, and those with j filled form (b₀, b₁). In a normalised state, moving a pair from j to i without disturbing the spectator has the expectation value

conj(a₀) b₀ + conj(a₁) b₁.

This is an overlap. For a = (1/2, 1/2) and b = (1/2, −1/2) the state is normalised and i and j are equally likely to be filled, yet the transfer vanishes, because the two spectator states are orthogonal. If the spectator pair is fixed in k, only one term remains, and no such cancellation can occur.

## Amplitudes, occupations and transfer

In general the orbitals form a finite type `ι`. A state is a function `c : Finset ι → ℂ`, where c(S) is the amplitude of the configuration whose doubly occupied orbitals are exactly those in S. Different pair numbers may be superposed.

In Lean 4 with Mathlib:

```lean
import Mathlib

open Finset ComplexConjugate

namespace SeniorityZeroPairTransfer

noncomputable section

variable {ι : Type*} [Fintype ι] [DecidableEq ι]
```

The pair occupation n_i is `occ c i`, the total weight of configurations containing i:

n_i = Σ_{S ∋ i} |c(S)|².

```lean
/-- The pair occupation of orbital `i`: the total weight of configurations containing `i`. -/
def occ (c : Finset ι → ℂ) (i : ι) : ℝ :=
  ∑ S ∈ univ.filter (fun S : Finset ι => i ∈ S), ‖c S‖ ^ 2
```

The joint occupation D_ij is `joint c i j`, the weight of configurations containing both orbitals.

```lean
/-- The joint occupation: the total weight of configurations containing both `i` and `j`. -/
def joint (c : Finset ι → ℂ) (i j : ι) : ℝ :=
  ∑ S ∈ univ.filter (fun S : Finset ι => i ∈ S ∧ j ∈ S), ‖c S‖ ^ 2
```

Spectator sets T contain neither i nor j.

```lean
/-- The spectator configurations: sets of occupied orbitals that avoid both `i` and `j`. -/
def spectators (i j : ι) : Finset (Finset ι) :=
  univ.filter (fun T : Finset ι => i ∉ T ∧ j ∉ T)
```

Write T+i for T with i added, `insert i T` in the code. The pair-transfer element `transfer c i j` is

P_ij = Σ_T conj(c(T+i)) c(T+j).

```lean
/-- The pair-transfer element between `i` and `j`, summed over all spectator configurations. -/
def transfer (c : Finset ι → ℂ) (i j : ι) : ℂ :=
  ∑ T ∈ spectators i j, conj (c (insert i T)) * c (insert j T)
```

With pair creation and annihilation operators, P_ij is the expectation value of moving a pair from j to i. The file takes the sum itself as the definition and constructs neither operators nor a Hamiltonian. Normalisation is assumed only in part (g). For a nonzero c with total weight N = Σ_S |c(S)|², the physical values are n_i/N, D_ij/N and P_ij/N.

## (a) Removing the pair from i

For i ≠ j, the exclusive occupation of i is the weight of configurations with i filled and j empty. Express it as a spectator sum:

n_i − D_ij = Σ_T |c(T+i)|².

**Solution.** Split the configurations containing i by whether they also contain j. Subtracting D_ij leaves those with j empty. Each of these is T+i for exactly one spectator set T, obtained by deleting i.

In the proof, `split` makes the division, and `Finset.sum_nbij'` changes the summation variable, with `erase` and `insert` as inverse maps.

```lean
/-- The occupation of `i` without `j` is the weight of a pair in `i` added to the spectators. -/
theorem occ_sub_joint (c : Finset ι → ℂ) {i j : ι} (h : i ≠ j) :
    occ c i - joint c i j = ∑ T ∈ spectators i j, ‖c (insert i T)‖ ^ 2 := by
  -- split the configurations containing i according to whether j is occupied
  have split := Finset.sum_filter_add_sum_filter_not
    (univ.filter (fun S : Finset ι => i ∈ S)) (fun S => j ∈ S) (fun S => ‖c S‖ ^ 2)
  rw [Finset.filter_filter, Finset.filter_filter] at split
  have hdiff : occ c i - joint c i j =
      ∑ S ∈ univ.filter (fun S : Finset ι => i ∈ S ∧ j ∉ S), ‖c S‖ ^ 2 := by
    unfold occ joint
    linarith
  rw [hdiff]
  -- remove the pair in i
  refine Finset.sum_nbij' (fun S => S.erase i) (fun T => insert i T) ?_ ?_ ?_ ?_ ?_
  · intro S hS
    have hS' := (Finset.mem_filter.1 hS).2
    exact Finset.mem_filter.2 ⟨Finset.mem_univ _, Finset.notMem_erase i S,
      fun hj => hS'.2 (Finset.mem_of_mem_erase hj)⟩
  · intro T hT
    have hT' := (Finset.mem_filter.1 hT).2
    refine Finset.mem_filter.2 ⟨Finset.mem_univ _, Finset.mem_insert_self i T, fun hj => ?_⟩
    rcases Finset.mem_insert.1 hj with hji | hjT
    · exact h hji.symm
    · exact hT'.2 hjT
  · intro S hS
    exact Finset.insert_erase (Finset.mem_filter.1 hS).2.1
  · intro T hT
    exact Finset.erase_insert (Finset.mem_filter.1 hT).2.1
  · intro S hS
    simp only [Finset.insert_erase (Finset.mem_filter.1 hS).2.1]
```

## (b) Lagrange's identity for complex amplitudes

For finite families u and v, show that

(Σ_a |u_a|²)(Σ_a |v_a|²) − |Σ_a conj(u_a) v_a|² = ½ Σ_{a,b} |u_a v_b − u_b v_a|².

**Solution.** Expand one term on the right:

|u_a v_b − u_b v_a|² = |u_a|²|v_b|² + |v_a|²|u_b|² − conj(u_a) v_a u_b conj(v_b) − u_a conj(v_a) conj(u_b) v_b.

Let X = Σ_a conj(u_a) v_a. Summed over a and b, the first two terms each give (Σ|u|²)(Σ|v|²), and the last two each give −|X|². Halving yields the identity.

The code carries the equation into ℂ, where `key` writes |z|² as conj(z) z. The step `expand` is the four-term formula, and the double sums are then factorised.

```lean
/-- Lagrange's identity for two finite families of complex amplitudes. -/
theorem lagrange_identity {α : Type*} (s : Finset α) (u v : α → ℂ) :
    (∑ a ∈ s, ‖u a‖ ^ 2) * (∑ a ∈ s, ‖v a‖ ^ 2) - ‖∑ a ∈ s, conj (u a) * v a‖ ^ 2 =
      1 / 2 * ∑ a ∈ s, ∑ b ∈ s, ‖u a * v b - u b * v a‖ ^ 2 := by
  have key : ∀ z : ℂ, ((‖z‖ ^ 2 : ℝ) : ℂ) = conj z * z := fun z => by
    rw [← Complex.normSq_eq_norm_sq, Complex.normSq_eq_conj_mul_self]
  have half : ((1 / 2 : ℝ) : ℂ) = 1 / 2 := by norm_num
  -- each squared minor is a sum of four factorised terms
  have expand : ∀ a b, conj (u a * v b - u b * v a) * (u a * v b - u b * v a) =
      (conj (u a) * u a) * (conj (v b) * v b) + (conj (v a) * v a) * (conj (u b) * u b)
      - (conj (u a) * v a) * (u b * conj (v b))
      - (u a * conj (v a)) * (conj (u b) * v b) := fun a b => by
    simp only [map_sub, map_mul]
    ring
  apply Complex.ofReal_injective
  simp only [Complex.ofReal_sub, Complex.ofReal_mul, Complex.ofReal_sum, key, half]
  simp only [expand, Finset.sum_sub_distrib, Finset.sum_add_distrib, ← Finset.mul_sum,
    ← Finset.sum_mul, map_sum, map_mul, Complex.conj_conj]
  ring
```

## (c) The exact gap

For i ≠ j, show that

(n_i − D_ij)(n_j − D_ij) − |P_ij|² = ½ Σ_{T,T'} |c(T+i) c(T'+j) − c(T'+i) c(T+j)|².

**Solution.** Apply (b) with u_T = c(T+i) and v_T = c(T+j). Part (a) identifies the first sum. With i and j exchanged it identifies the second, since D_ij = D_ji and the spectator sets are the same. These two symmetries are `hD` and `hs`.

```lean
/-- For distinct `i` and `j`, the product of their occupations, each reduced by the joint
occupation, minus the squared modulus of the pair-transfer element is half the sum, over ordered
pairs of spectator configurations, of the squared moduli of the two-by-two minors. -/
theorem transfer_defect (c : Finset ι → ℂ) {i j : ι} (h : i ≠ j) :
    (occ c i - joint c i j) * (occ c j - joint c i j) - ‖transfer c i j‖ ^ 2 =
      1 / 2 * ∑ T ∈ spectators i j, ∑ T' ∈ spectators i j,
        ‖c (insert i T) * c (insert j T') - c (insert i T') * c (insert j T)‖ ^ 2 := by
  have hD : joint c i j = joint c j i := by
    unfold joint
    refine Finset.sum_congr (Finset.filter_congr fun S _ => and_comm) fun _ _ => rfl
  have hs : spectators j i = spectators i j :=
    Finset.filter_congr fun S _ => and_comm
  have hj : occ c j - joint c i j = ∑ T ∈ spectators i j, ‖c (insert j T)‖ ^ 2 := by
    rw [hD, occ_sub_joint c h.symm, hs]
  rw [hj, occ_sub_joint c h]
  exact lagrange_identity (spectators i j) (fun T => c (insert i T)) (fun T => c (insert j T))
```

## (d) The bound

For i ≠ j, deduce that

|P_ij|² ≤ (n_i − D_ij)(n_j − D_ij).

**Solution.** The right side of (c) is a sum of squares, hence nonnegative; `positivity` supplies this fact.

The orbitals must be distinct. With a single orbital, c({i}) = 1 and j = i, the definitions give P_ii = n_i = D_ii = 1, and the inequality would read 1 ≤ 0.

For finite seniority-zero wavefunctions this is a necessary condition on two-particle reduced density matrix elements, and it can serve as a check on computed ones.

```lean
/-- The squared pair-transfer element between distinct orbitals is at most the product of
their occupations, each reduced by the joint occupation. -/
theorem transfer_bound (c : Finset ι → ℂ) {i j : ι} (h : i ≠ j) :
    ‖transfer c i j‖ ^ 2 ≤ (occ c i - joint c i j) * (occ c j - joint c i j) := by
  have hpos : 0 ≤ 1 / 2 * ∑ T ∈ spectators i j, ∑ T' ∈ spectators i j,
      ‖c (insert i T) * c (insert j T') - c (insert i T') * c (insert j T)‖ ^ 2 := by
    positivity
  linarith [transfer_defect c h]
```

## (e) When the bound is attained

For i ≠ j, show that equality holds in (d) exactly when, for all spectator sets T and T',

c(T+i) c(T'+j) = c(T'+i) c(T+j).

**Solution.** By (c), equality means that a sum of nonnegative terms is zero, so every term is zero. Conversely, if every term vanishes, so does the gap. The proof applies `Finset.sum_eq_zero_iff_of_nonneg` once to each of the two sums.

The condition says that the vectors c(T+i) and c(T+j) are proportional, or that one of them is zero. With only two orbitals, T = T' = ∅ is the sole case, and equality always holds.

```lean
/-- The bound is attained exactly when all two-by-two minors formed from the amplitudes with
a pair in `i` and with a pair in `j` vanish. -/
theorem transfer_bound_eq_iff (c : Finset ι → ℂ) {i j : ι} (h : i ≠ j) :
    ‖transfer c i j‖ ^ 2 = (occ c i - joint c i j) * (occ c j - joint c i j) ↔
      ∀ T ∈ spectators i j, ∀ T' ∈ spectators i j,
        c (insert i T) * c (insert j T') = c (insert i T') * c (insert j T) := by
  have L := transfer_defect c h
  constructor
  · intro heq T hT T' hT'
    have hz : ∑ T ∈ spectators i j, ∑ T' ∈ spectators i j,
        ‖c (insert i T) * c (insert j T') - c (insert i T') * c (insert j T)‖ ^ 2 = 0 := by
      linarith
    -- a vanishing sum of squares has vanishing terms
    rw [Finset.sum_eq_zero_iff_of_nonneg] at hz
    · have h1 := hz T hT
      rw [Finset.sum_eq_zero_iff_of_nonneg] at h1
      · exact sub_eq_zero.1 (norm_eq_zero.1 ((pow_eq_zero_iff two_ne_zero).1 (h1 T' hT')))
      · exact fun _ _ => sq_nonneg _
    · exact fun _ _ => Finset.sum_nonneg fun _ _ => sq_nonneg _
  · intro hall
    have hz : ∑ T ∈ spectators i j, ∑ T' ∈ spectators i j,
        ‖c (insert i T) * c (insert j T') - c (insert i T') * c (insert j T)‖ ^ 2 = 0 :=
      Finset.sum_eq_zero fun T hT => Finset.sum_eq_zero fun T' hT' => by
        rw [hall T hT T' hT', sub_self, norm_zero, zero_pow two_ne_zero]
    rw [hz] at L
    linarith
```

## (f) Powers of a single geminal

Let g_k and w(n) be arbitrary complex numbers, and let c(S) = w(|S|) ∏_{k∈S} g_k. For i ≠ j, show that

|P_ij|² = (n_i − D_ij)(n_j − D_ij).

**Solution.** Write G(T) = ∏_{k∈T} g_k. Then

c(T+i) c(T'+j) = w(|T|+1) w(|T'|+1) g_i g_j G(T) G(T').

This is unchanged when T and T' are exchanged, so (e) applies. The code expands the products and cardinalities, and `ring` finishes.

Taking w nonzero at a single pair number gives the antisymmetrised geminal power; constant w gives its unprojected, BCS-type form. Products of different geminals are not covered.

```lean
/-- Amplitudes formed as a product of one complex factor per occupied orbital, times any complex
weight depending on the number of pairs, attain the pair-transfer bound for distinct orbitals. -/
theorem geminal_saturates (g : ι → ℂ) (w : ℕ → ℂ) {i j : ι} (h : i ≠ j) :
    let c : Finset ι → ℂ := fun S => w S.card * ∏ k ∈ S, g k
    ‖transfer c i j‖ ^ 2 = (occ c i - joint c i j) * (occ c j - joint c i j) := by
  intro c
  refine (transfer_bound_eq_iff c h).2 fun T hT T' hT' => ?_
  obtain ⟨hi, hj⟩ := (Finset.mem_filter.1 hT).2
  obtain ⟨hi', hj'⟩ := (Finset.mem_filter.1 hT').2
  simp only [c, Finset.prod_insert hi, Finset.prod_insert hj, Finset.prod_insert hi',
    Finset.prod_insert hj', Finset.card_insert_of_notMem hi, Finset.card_insert_of_notMem hj,
    Finset.card_insert_of_notMem hi', Finset.card_insert_of_notMem hj']
  ring
```

## (g) A limit set by the vacancies

For a normalised state and i ≠ j, show that

|P_ij|² ≤ (1 − n_i)(1 − n_j).

**Solution.** The weight of configurations containing at least one of the two orbitals is n_i + n_j − D_ij, which is at most 1. Hence

n_i − D_ij ≤ 1 − n_j and n_j − D_ij ≤ 1 − n_i.

All four quantities are nonnegative, so the inequalities may be multiplied and combined with (d). In the code, `hie` is the counting step, checked configuration by configuration, and the `calc` block replaces one factor at a time.

Normalisation matters here. For two orbitals with c({i}) = c({j}) = 1 and all other amplitudes zero, the unnormalised sums give 1 on the left and 0 on the right. After normalisation, n_i = n_j = P_ij = 1/2, and both sides equal 1/4.

```lean
/-- In a normalised state the squared pair-transfer element is at most the product of the
pair vacancies of the two orbitals. -/
theorem transfer_vacancy_bound (c : Finset ι → ℂ) (hc : ∑ S, ‖c S‖ ^ 2 = 1)
    {i j : ι} (h : i ≠ j) :
    ‖transfer c i j‖ ^ 2 ≤ (1 - occ c i) * (1 - occ c j) := by
  -- inclusion and exclusion for the two occupations
  have hie : occ c i + occ c j ≤ ∑ S, ‖c S‖ ^ 2 + joint c i j := by
    unfold occ joint
    simp only [Finset.sum_filter]
    rw [← Finset.sum_add_distrib, ← Finset.sum_add_distrib]
    refine Finset.sum_le_sum fun S _ => ?_
    by_cases hi : i ∈ S <;> by_cases hj : j ∈ S <;> simp [hi, hj]
  have hpos : 0 ≤ occ c i - joint c i j := by
    rw [occ_sub_joint c h]
    positivity
  rw [hc] at hie
  calc ‖transfer c i j‖ ^ 2
      ≤ (occ c i - joint c i j) * (occ c j - joint c i j) := transfer_bound c h
    _ ≤ (occ c i - joint c i j) * (1 - occ c i) :=
        mul_le_mul_of_nonneg_left (by linarith) hpos
    _ ≤ (1 - occ c j) * (1 - occ c i) := by
        have hi1 : occ c i ≤ 1 := by
          rw [← hc]
          exact Finset.sum_le_sum_of_subset_of_nonneg (Finset.filter_subset _ _)
            fun _ _ _ => sq_nonneg _
        exact mul_le_mul_of_nonneg_right (by linarith) (by linarith)
    _ = (1 - occ c i) * (1 - occ c j) := mul_comm _ _

end

end SeniorityZeroPairTransfer
```

```lean
#print axioms SeniorityZeroPairTransfer.geminal_saturates
-- 'SeniorityZeroPairTransfer.geminal_saturates' depends on axioms: [propext, Classical.choice, Quot.sound]
#print axioms SeniorityZeroPairTransfer.transfer_vacancy_bound
-- 'SeniorityZeroPairTransfer.transfer_vacancy_bound' depends on axioms: [propext, Classical.choice, Quot.sound]
```
